# Trace lost in an orthogonal fit of orthonormal orbitals, and its recovery when the fitted orbitals stay linearly independent

Let $Q$ be a real symmetric idempotent matrix, let $C$ have $k$ orthonormal columns, and put $B=QC$. Then $\operatorname{tr}(BB^T)\le k$, with equality exactly when $QC=C$. If $B^TB$ is invertible, the purified density $P=B(B^TB)^{-1}B^T$ is symmetric and idempotent and has trace $k$. Its squared Frobenius distance from $CC^T$, the exact density before fitting, is $2(k-\operatorname{tr}BB^T)$. Density means the one-particle density matrix throughout.

The columns of $C$ are occupied orbitals in an orthonormal one-particle basis, $Q$ projects onto the span of the fitting functions, and the columns of $B$ are the fitted orbitals. With one electron per orbital, $k-\operatorname{tr}BB^T$ is the number of electrons lost. For real orbitals in a finite basis, this describes what happens when occupied orbitals are projected onto a smaller space and then reorthonormalised. Purification here means this reorthonormalisation. It is not McWeeny's iteration $X\mapsto3X^2-2X^3$, which, started from $BB^T$, sends eigenvalues below $1/2$ to zero and so need not restore the trace. The fitting of orbital products in a Coulomb metric is not treated.

In the code, the finite types `n` and `o` label basis functions and orbitals, so $k$ is `Fintype.card o`.

In Lean 4 with Mathlib:

```lean
import Mathlib

open Matrix

namespace DensityFittingPurification

noncomputable section

variable {n o : Type*} [Fintype n] [Fintype o] [DecidableEq o]
```

The purified density is defined for any real coefficient matrix $B$. The inverse has its intended meaning when $\det(B^TB)\ne0$, that is, when the fitted orbitals are linearly independent. The theorems express this as `IsUnit` of the determinant.

```lean
/-- The purified density `B (Bᵀ B)⁻¹ Bᵀ` of a set of orbitals, the columns of `B`; the inverse is
the true one when the overlap `Bᵀ B` is invertible, and is zero by convention otherwise. -/
def purifiedDensity (B : Matrix n o ℝ) : Matrix n n ℝ :=
  B * (Bᵀ * B)⁻¹ * Bᵀ
```

## The residual counts the lost electrons

For any real matrix $A$, the diagonal entry $(A^TA)_{jj}$ is $\sum_i A_{ij}^2$. Summing over $j$ gives the squared Frobenius norm, and `simp` obtains this by unfolding the trace and the product.

```lean
omit [DecidableEq o] in
/-- The trace of `Aᵀ A` is the sum of the squares of all entries of `A`. -/
theorem trace_transpose_mul_self (A : Matrix n o ℝ) :
    trace (Aᵀ * A) = ∑ j, ∑ i, A i j ^ 2 := by
  simp [Matrix.trace, Matrix.mul_apply, sq]
```

Symmetry and idempotency of $Q$ (`hs` and `hi`) give
$$B^TB=C^TQ^TQC=C^TQC=C^TB.$$

```lean
omit [Fintype o] [DecidableEq o] in
/-- For a symmetric idempotent `Q`, the overlap matrix of the fitted orbitals `Q C` equals
the overlap of the original orbitals with the fitted ones. -/
theorem fitted_overlap {Q : Matrix n n ℝ} (hs : Qᵀ = Q) (hi : Q * Q = Q)
    (C : Matrix n o ℝ) : (Q * C)ᵀ * (Q * C) = Cᵀ * (Q * C) := by
  rw [Matrix.transpose_mul, hs, Matrix.mul_assoc, ← Matrix.mul_assoc Q Q C, hi]
```

Transposing this shows that $B^TC=B^TB$ as well. With $C^TC=1$, which is `hC`,
$$(C-B)^T(C-B)=C^TC-C^TB-B^TC+B^TB=1-B^TB.$$
Taking traces and using $\operatorname{tr}B^TB=\operatorname{tr}BB^T$,
$$\sum_{j,i}(C-B)_{ij}^2=k-\operatorname{tr}BB^T.$$
The matrix identity is `h2` in the proof.

```lean
/-- For a symmetric idempotent `Q` and orthonormal orbitals `C`, the summed squared fitting
residual is the number of orbitals minus the trace of the fitted density. -/
theorem residual_eq_lost_trace {Q : Matrix n n ℝ} {C : Matrix n o ℝ}
    (hs : Qᵀ = Q) (hi : Q * Q = Q) (hC : Cᵀ * C = 1) :
    ∑ j, ∑ i, (C - Q * C) i j ^ 2
      = (Fintype.card o : ℝ) - trace ((Q * C) * (Q * C)ᵀ) := by
  have h1 : (Q * C)ᵀ * C = Cᵀ * (Q * C) := by
    rw [Matrix.transpose_mul, hs, Matrix.mul_assoc]
  -- the cross terms combine into a single fitted overlap matrix
  have h2 : (C - Q * C)ᵀ * (C - Q * C) = 1 - (Q * C)ᵀ * (Q * C) := by
    rw [Matrix.transpose_sub, Matrix.sub_mul, Matrix.mul_sub, Matrix.mul_sub, hC, h1,
      fitted_overlap hs hi, sub_self, sub_zero]
  rw [← trace_transpose_mul_self, h2, Matrix.trace_sub, Matrix.trace_one,
    Matrix.trace_mul_comm (Q * C)ᵀ (Q * C)]
```

## Purification gives a projector of full trace

When $B^TB$ is invertible, $PB=B(B^TB)^{-1}(B^TB)=B$.

```lean
/-- If the overlap matrix `Bᵀ B` is invertible, the purified density leaves every orbital
in `B` unchanged. -/
theorem purifiedDensity_mul_self {B : Matrix n o ℝ} (h : IsUnit (Bᵀ * B).det) :
    purifiedDensity B * B = B := by
  unfold purifiedDensity
  rw [Matrix.mul_assoc, Matrix.mul_assoc, Matrix.nonsing_inv_mul _ h, Matrix.mul_one]
```

Since $B^TB$ is symmetric, so is its inverse, and therefore $P^T=P$. The previous identity gives
$$P^2=(PB)(B^TB)^{-1}B^T=B(B^TB)^{-1}B^T=P,$$
which is the `calc` block. Cyclicity gives $\operatorname{tr}P=\operatorname{tr}\big(B^TB(B^TB)^{-1}\big)=k$.

```lean
/-- If the overlap matrix `Bᵀ B` is invertible, the purified density is symmetric and
idempotent, and its trace is the number of orbitals. -/
theorem purifiedDensity_isProjector {B : Matrix n o ℝ} (h : IsUnit (Bᵀ * B).det) :
    (purifiedDensity B)ᵀ = purifiedDensity B ∧
    purifiedDensity B * purifiedDensity B = purifiedDensity B ∧
    trace (purifiedDensity B) = (Fintype.card o : ℝ) := by
  refine ⟨?_, ?_, ?_⟩
  · simp [purifiedDensity, Matrix.transpose_mul, Matrix.transpose_nonsing_inv,
      Matrix.mul_assoc]
  · have e : purifiedDensity B = B * ((Bᵀ * B)⁻¹ * Bᵀ) := Matrix.mul_assoc _ _ _
    calc purifiedDensity B * purifiedDensity B
        = purifiedDensity B * (B * ((Bᵀ * B)⁻¹ * Bᵀ)) := by rw [← e]
      _ = purifiedDensity B * B * ((Bᵀ * B)⁻¹ * Bᵀ) := (Matrix.mul_assoc _ _ _).symm
      _ = purifiedDensity B := by rw [purifiedDensity_mul_self h, ← e]
  · -- cyclicity of the trace brings the overlap next to its inverse
    unfold purifiedDensity
    rw [Matrix.trace_mul_comm, ← Matrix.mul_assoc, Matrix.mul_nonsing_inv _ h,
      Matrix.trace_one]
```

## The bound and its equality case

The residual is a sum of squares, so $k-\operatorname{tr}BB^T\ge0$. If the difference is zero, every square vanishes, first by column and then by entry (`hj`, `hij`), so $QC=C$. Conversely, $QC=C$ gives $\operatorname{tr}BB^T=\operatorname{tr}C^TC=k$. The theorem needs invertibility only for its last part, on purification.

```lean
/-- Let `Q` be symmetric and idempotent and `C` a set of orthonormal orbitals. The fitted
density has trace at most the number of orbitals, with equality exactly when `Q C = C`; if the
fitted overlap is invertible, the purified density is symmetric, idempotent and of full trace. -/
theorem fitted_density_trace_and_purification {Q : Matrix n n ℝ} {C : Matrix n o ℝ}
    (hs : Qᵀ = Q) (hi : Q * Q = Q) (hC : Cᵀ * C = 1) :
    trace ((Q * C) * (Q * C)ᵀ) ≤ (Fintype.card o : ℝ) ∧
    (trace ((Q * C) * (Q * C)ᵀ) = (Fintype.card o : ℝ) ↔ Q * C = C) ∧
    (IsUnit ((Q * C)ᵀ * (Q * C)).det →
      (purifiedDensity (Q * C))ᵀ = purifiedDensity (Q * C) ∧
      purifiedDensity (Q * C) * purifiedDensity (Q * C) = purifiedDensity (Q * C) ∧
      trace (purifiedDensity (Q * C)) = (Fintype.card o : ℝ)) := by
  have hr := residual_eq_lost_trace hs hi hC
  have hcol : ∀ j, 0 ≤ ∑ i, (C - Q * C) i j ^ 2 :=
    fun j => Finset.sum_nonneg fun i _ => sq_nonneg _
  have h0 : 0 ≤ ∑ j, ∑ i, (C - Q * C) i j ^ 2 := Finset.sum_nonneg fun j _ => hcol j
  refine ⟨by linarith, ⟨fun ht => ?_, fun h => ?_⟩, purifiedDensity_isProjector⟩
  · -- no lost trace means that every entry of the residual vanishes
    have hz : ∑ j, ∑ i, (C - Q * C) i j ^ 2 = 0 := by linarith
    ext i j
    have hj := (Finset.sum_eq_zero_iff_of_nonneg fun j _ => hcol j).1 hz j
      (Finset.mem_univ j)
    have hij := (Finset.sum_eq_zero_iff_of_nonneg fun i _ => sq_nonneg _).1 hj i
      (Finset.mem_univ i)
    have hd : (C - Q * C) i j = 0 := pow_eq_zero_iff (two_ne_zero) |>.1 hij
    rw [Matrix.sub_apply] at hd
    linarith
  · rw [h, Matrix.trace_mul_comm, hC, Matrix.trace_one]
```

Without symmetry of $Q$ the bound can fail, even for an idempotent matrix. Take
$$Q=\begin{pmatrix}1&1\\0&0\end{pmatrix},\qquad C=\begin{pmatrix}3/5\\4/5\end{pmatrix}.$$
Then $Q^2=Q$ and $B=(7/5,0)^T$, so $\operatorname{tr}BB^T=49/25>1$. This oblique projection lengthens the orbital.

## Comparing the three densities

Throughout this section $B^TB$ is assumed invertible. If $P=BB^T$, then $\operatorname{tr}BB^T=\operatorname{tr}P=k$, and the equality case gives $QC=C$. Conversely, if $QC=C$, then $B^TB=1$ and $P=CC^T=BB^T$. Purification therefore leaves the fitted density unchanged only for an exact fit.

```lean
/-- For symmetric idempotent `Q`, orthonormal `C` and invertible fitted overlap, purification
leaves the fitted density unchanged exactly when `Q C = C`. -/
theorem purified_eq_fitted_iff {Q : Matrix n n ℝ} {C : Matrix n o ℝ}
    (hs : Qᵀ = Q) (hi : Q * Q = Q) (hC : Cᵀ * C = 1)
    (hB : IsUnit ((Q * C)ᵀ * (Q * C)).det) :
    purifiedDensity (Q * C) = (Q * C) * (Q * C)ᵀ ↔ Q * C = C := by
  constructor
  · intro h
    apply (fitted_density_trace_and_purification hs hi hC).2.1.1
    rw [← h]
    exact (purifiedDensity_isProjector hB).2.2
  · intro h
    rw [purifiedDensity, h, hC, inv_one, Matrix.mul_one]
```

Write $D=CC^T$, which is also symmetric and idempotent with trace $k$. From $B^TC=B^TB$,
$$PC=B(B^TB)^{-1}B^TB=B,$$
and hence
$$\operatorname{tr}(PD)=\operatorname{tr}(BC^T)=\operatorname{tr}(C^TB)=\operatorname{tr}(B^TB)=\operatorname{tr}(BB^T).$$
These are `hPC` and `hPD`. Expanding the square,
$$\|P-D\|_F^2=\operatorname{tr}P-2\operatorname{tr}(PD)+\operatorname{tr}D=2(k-\operatorname{tr}BB^T).$$
Purification thus restores the electron count, but an inexact fit still leaves the density matrix in error.

```lean
/-- For symmetric idempotent `Q`, orthonormal `C` and invertible fitted overlap, the squared
Frobenius distance from the purified density to the exact density `C Cᵀ` is twice the trace
lost in the fit. -/
theorem purified_distance {Q : Matrix n n ℝ} {C : Matrix n o ℝ}
    (hs : Qᵀ = Q) (hi : Q * Q = Q) (hC : Cᵀ * C = 1)
    (hB : IsUnit ((Q * C)ᵀ * (Q * C)).det) :
    ∑ j, ∑ i, (purifiedDensity (Q * C) - C * Cᵀ) i j ^ 2
      = 2 * ((Fintype.card o : ℝ) - trace ((Q * C) * (Q * C)ᵀ)) := by
  obtain ⟨hPs, hPi, hPt⟩ := purifiedDensity_isProjector hB
  have h1 : (Q * C)ᵀ * C = (Q * C)ᵀ * (Q * C) := by
    rw [fitted_overlap hs hi, Matrix.transpose_mul, hs, Matrix.mul_assoc]
  -- the purified density maps the exact orbitals to the fitted ones
  have hPC : purifiedDensity (Q * C) * C = Q * C := by
    unfold purifiedDensity
    rw [Matrix.mul_assoc _ _ C, h1, Matrix.mul_assoc _ _ ((Q * C)ᵀ * (Q * C)),
      Matrix.nonsing_inv_mul _ hB, Matrix.mul_one]
  have hPD : trace (purifiedDensity (Q * C) * (C * Cᵀ))
      = trace ((Q * C) * (Q * C)ᵀ) := by
    rw [← Matrix.mul_assoc, hPC, Matrix.trace_mul_comm, ← fitted_overlap hs hi,
      Matrix.trace_mul_comm]
  have hDs : (C * Cᵀ)ᵀ = C * Cᵀ := by
    rw [Matrix.transpose_mul, Matrix.transpose_transpose]
  have hDi : C * Cᵀ * (C * Cᵀ) = C * Cᵀ := by
    rw [Matrix.mul_assoc, ← Matrix.mul_assoc Cᵀ C Cᵀ, hC, Matrix.one_mul]
  have hDt : trace (C * Cᵀ) = (Fintype.card o : ℝ) := by
    rw [Matrix.trace_mul_comm, hC, Matrix.trace_one]
  rw [← trace_transpose_mul_self, Matrix.transpose_sub, hPs, hDs, Matrix.sub_mul,
    Matrix.mul_sub, Matrix.mul_sub, hPi, hDi]
  simp only [Matrix.trace_sub]
  rw [Matrix.trace_mul_comm (C * Cᵀ) (purifiedDensity (Q * C)), hPD, hPt, hDt]
  ring
```

## One orbital fitted by one of two functions

Let $Q$ project onto the first basis function.

```lean
/-- The projector onto the first of two orthonormal basis functions. -/
def sampleQ : Matrix (Fin 2) (Fin 2) ℝ := !![1, 0; 0, 0]
```

The orbital has coefficients $3/5$ and $4/5$, and is normalised.

```lean
/-- One orbital with coefficients 3/5 and 4/5 on two orthonormal basis functions. -/
def sampleC : Matrix (Fin 2) (Fin 1) ℝ := !![3 / 5; 4 / 5]
```

Here $B=(3/5,0)^T$ and $B^TB=9/25\ne0$, so the fit loses $16/25$ of an electron and the squared distance is $32/25$. The theorem below confirms that this pair satisfies all the hypotheses and that $QC\ne C$; its proof evaluates the entries, using the second component for the inequality.

```lean
/-- The matrices `sampleQ` and `sampleC` are a symmetric idempotent and a normalised orbital
with invertible fitted overlap, and the fit changes the orbital. -/
theorem fitting_witness :
    sampleQᵀ = sampleQ ∧ sampleQ * sampleQ = sampleQ ∧ sampleCᵀ * sampleC = 1 ∧
    IsUnit ((sampleQ * sampleC)ᵀ * (sampleQ * sampleC)).det ∧
    sampleQ * sampleC ≠ sampleC := by
  refine ⟨?_, ?_, ?_, ?_, ?_⟩
  · ext i j
    fin_cases i <;> fin_cases j <;> simp [sampleQ]
  · ext i j
    fin_cases i <;> fin_cases j <;> simp [sampleQ, Matrix.mul_apply, Fin.sum_univ_succ]
  · ext i j
    fin_cases i
    fin_cases j
    norm_num [sampleC, Matrix.mul_apply, Fin.sum_univ_succ]
  · rw [isUnit_iff_ne_zero, Matrix.det_fin_one]
    norm_num [sampleQ, sampleC, Matrix.mul_apply, Fin.sum_univ_succ]
  · intro h
    have h10 := congrFun (congrFun h 1) 0
    norm_num [sampleQ, sampleC, Matrix.mul_apply, Fin.sum_univ_succ] at h10

end

end DensityFittingPurification
```

```lean
#print axioms DensityFittingPurification.fitted_density_trace_and_purification
-- 'DensityFittingPurification.fitted_density_trace_and_purification' depends on axioms: [propext, Classical.choice, Quot.sound]
#print axioms DensityFittingPurification.purified_eq_fitted_iff
-- 'DensityFittingPurification.purified_eq_fitted_iff' depends on axioms: [propext, Classical.choice, Quot.sound]
#print axioms DensityFittingPurification.purified_distance
-- 'DensityFittingPurification.purified_distance' depends on axioms: [propext, Classical.choice, Quot.sound]
```
